# Flat Fourier spectrum of the chirp state on a Born–von Karman ring

## Physical setting

A vector on a periodic chain that has the same weight on every cell and also the same weight on every Bloch wave can serve as a test input for a discrete Fourier routine, because the intensity in every bin is known. One fills the array with $\psi(x) = \exp(2\pi i x^2/N)$, transforms it without a normalising prefactor, and expects $|\hat\psi(k)|^2 = N$ in every bin. The expectation is correct when the number of cells $N$ is odd and wrong when it is even.

The model is a one-dimensional ring of $N$ cells with one amplitude per cell, as in a single-orbital tight-binding chain with Born–von Karman boundary conditions. Site labels $x$ and momentum labels $k$ are integers modulo $N$; for lattice spacing $d$ the label $k$ stands for the crystal momentum $2\pi\hbar k/(Nd)$. In this one-orbital model, and for odd $N$, the chirp $\exp(2\pi i x^2/N)$ is a quantum state whose position and crystal momentum distributions are both uniform, whereas a Bloch wave is uniform in position and sharp in momentum. The number $\hat\psi(0)$ is the quadratic Gauss sum, whose classical evaluation also gives its phase ($\sqrt N$ for $N \equiv 1$ and $i\sqrt N$ for $N \equiv 3$ modulo 4); the result here concerns the modulus only.

## Statement

Write $e(x) = \exp(2\pi i x/N)$, which depends only on $x$ modulo $N$. The chirp with rate $a$ and offset $b$, both integers modulo $N$, and its transform are

$$\psi_{a,b}(x) = e(ax^2 + bx), \qquad \hat\psi_{a,b}(k) = \sum_{x} e(-kx)\,\psi_{a,b}(x),$$

with the sum over the $N$ sites. For $N \ge 1$ the following hold.

1. $|\hat\psi_{a,b}(k)|^2 = N$ for every $k$ if and only if $2a$ is invertible modulo $N$ (`chirp_flat_iff`).
2. For $a = 1$, $b = 0$, the spectrum is flat in this sense if and only if $N$ is odd (`square_chirp_flat_iff_odd`).
3. If $2a$ is invertible, the weights $|f(x)|^2/\sum_y |f(y)|^2$ equal $1/N$ for $f = \psi_{a,b}$ at every site and for $f = \hat\psi_{a,b}$ at every momentum (`chirp_uniform`); in particular this holds for $\exp(2\pi i x^2/N)$ with $N$ odd (`square_chirp_uniform`).

The smallest failure is $N = 2$, where $\psi = (1, -1)$ is itself a Bloch wave and the intensities are $0$ at $k=0$ and $4$ at $k=1$. For $N = 4$ one has $\psi = (1, i, 1, i)$, with intensity $8$ at even $k$ and $0$ at odd $k$.

## Derivation

The phase obeys $e(x+y) = e(x)e(y)$, $|e(x)| = 1$ and $\overline{e(x)} = e(-x)$.

The first ingredient is the lattice sum rule. In this paragraph $b$ is any integer modulo $N$, not the offset of a chirp. Let $S_b = \sum_x e(xb)$. For $b = 0$ every term is $1$ and $S_0 = N$. For $b \ne 0$, relabelling $x \to x+1$ permutes the terms, so $S_b = \sum_x e((x+1)b) = S_b\, e(b)$, that is $S_b\,(e(b) - 1) = 0$. Since $e(b) \ne 1$ for $b \neq 0$ modulo $N$, we get $S_b = 0$. Hence $\sum_x e(xb) = N\delta_{b,0}$.

Next comes the intensity of a general chirp. Put $c = b - k$, so that $\hat\psi_{a,b}(k) = \sum_x e(ax^2 + cx)$ and

$$|\hat\psi_{a,b}(k)|^2 = \sum_y \sum_x e(ax^2 + cx - ay^2 - cy).$$

For fixed $y$ substitute $x = h + y$; as $x$ runs over the ring so does $h$. The exponent becomes $a(h+y)^2 + c(h+y) - ay^2 - cy = ah^2 + ch + 2ahy$, which is linear in $y$. Exchanging the sums and applying the sum rule to $y$,

$$|\hat\psi_{a,b}(k)|^2 = \sum_h e(ah^2 + ch) \sum_y e(y\cdot 2ah) = N\,g(k), \qquad g(k) = \sum_{h:\;2ah = 0} e\big(ah^2 + (b-k)h\big).$$

Suppose $2a$ is invertible. Then $2ah = 0$ forces $h = 0$, so $g(k) = e(0) = 1$ and the intensity is $N$ for every $k$.

Conversely, suppose the intensity is $N$ for every $k$, so $g(k) = 1$ throughout. Assume some $t \ne 0$ has $2at = 0$ and evaluate $\sum_k e(kt)\,g(k)$ in two ways. With $g = 1$ it equals $\sum_k e(kt) = 0$. With the definition of $g$ and $e(kt)\,e(ah^2 + (b-k)h) = e(ah^2 + bh)\,e(k(t-h))$ it equals

$$\sum_{h:\;2ah=0} e(ah^2 + bh) \sum_k e\big(k(t-h)\big) = N\,e(at^2 + bt),$$

because only $h = t$ survives and $t$ belongs to the range of summation. This number has modulus $N \neq 0$, a contradiction. So $2at = 0$ implies $t = 0$, and multiplication by $2a$ is injective on the ring. An injective map of a finite set to itself is surjective, so there is $u$ with $2au = 1$. This proves statement 1.

For $a = 1$ the condition is that $2$ be invertible modulo $N$, which means that $2$ and $N$ are coprime, that is, $N$ is odd. For the weights, $|\psi_{a,b}(x)|^2 = 1$ at each of $N$ sites gives $1/N$, and $|\hat\psi_{a,b}(k)|^2 = N$ at each of $N$ momenta gives $N/N^2 = 1/N$.

## What the formal version assumes

Sites and momenta both have type `ZMod N`, the integers modulo $N$, so the periodic boundary condition is part of the type and products such as `k * x` or `a * x ^ 2 + b * x` are reduced modulo $N$ before they enter an exponential. The assumption `[NeZero N]` says $N \ge 1$. A state is represented by a nonzero function `ZMod N → ℂ`, not necessarily normalised; the definitions accept the zero function too, which is not a physical state.

The definition `phase x` is $\exp(2\pi i\,x/N)$ evaluated on the representative `x.val` between $0$ and $N-1$. The theorem `chirp_intCast` confirms that for arbitrary integers $a$, $b$, $j$ the chirp at site $j$ is $\exp(2\pi i(aj^2 + bj)/N)$ with the unreduced integer in the exponent. The transform `dft` fixes the minus sign in the forward direction and has no prefactor, so the flat value is $N$; with a factor $1/\sqrt N$ it would be $1$. The condition `IsUnit (2 * a)` is invertibility in the ring `ZMod N`. It restricts $a$ as well as $N$: for $N = 9$ and $a = 3$ the element $2a = 6$ is not invertible, so that chirp has no flat spectrum although $N$ is odd. For even $N$ the element $2a$ is never invertible.

The weight `prob f x` divides $|f(x)|^2$ by the sum of $|f|^2$ over all labels, and the momentum distribution is by definition `prob (dft (chirp a b))`. The theorems on `prob` are implications from invertibility, or from `Odd N`, to uniform weights; the equivalences are stated for the intensity. The position half holds for every chirp, and the hypothesis `hu` is needed only for the momentum half.

The setting is one dimension, one amplitude per cell, finite $N$, with no Hamiltonian and no time evolution, and the rate $a$ is an integer modulo $N$. Two related facts are left without proof here: Parseval's identity, which for a general state identifies `prob (dft f) k` with the squared overlap of the normalised state with the normalised Bloch wave $k$, and the flat spectrum for even $N$ of the state $\exp(\pi i x^2/N)$, which has half the rate and lies outside the family `chirp a b`.

## The Lean file

```lean
import Mathlib

open Complex ComplexConjugate
open scoped Real

namespace ChirpState

noncomputable section

variable {N : ℕ} [NeZero N]

/-- The lattice phase factor `exp (2 π i x / N)` for a site label `x` on a ring of `N` cells. -/
def phase (x : ZMod N) : ℂ := Complex.exp (2 * π * I * (x.val : ℂ) / (N : ℂ))

/-- The discrete Fourier transform `f̂(k) = ∑ₓ exp (-2 π i k x / N) f(x)`, without
normalising prefactor. -/
def dft (f : ZMod N → ℂ) (k : ZMod N) : ℂ := ∑ x : ZMod N, phase (-(k * x)) * f x

/-- The chirp state `ψ(x) = exp (2 π i (a x² + b x) / N)` with chirp rate `a` and
momentum offset `b`. -/
def chirp (a b : ZMod N) (x : ZMod N) : ℂ := phase (a * x ^ 2 + b * x)

/-- The Born weight `|f(x)|² / ∑_y |f(y)|²` of the label `x` in the amplitude `f`. -/
def prob (f : ZMod N → ℂ) (x : ZMod N) : ℝ := ‖f x‖ ^ 2 / ∑ y : ZMod N, ‖f y‖ ^ 2

/-- The phase factor is the standard character of `ZMod N` with values on the unit circle. -/
theorem phase_eq_toCircle (x : ZMod N) : phase x = (ZMod.toCircle x : ℂ) := by
  unfold phase
  exact (ZMod.toCircle_apply x).symm

/-- Phase factors multiply when their arguments are added modulo `N`. -/
theorem phase_add (x y : ZMod N) : phase (x + y) = phase x * phase y := by
  simp only [phase_eq_toCircle, AddChar.map_add_eq_mul, Circle.coe_mul]

/-- Every phase factor has modulus one. -/
theorem norm_phase (x : ZMod N) : ‖phase x‖ = 1 := by
  rw [phase_eq_toCircle]
  exact Circle.norm_coe _

/-- Complex conjugation of a phase factor reverses the sign of its argument. -/
theorem conj_phase (x : ZMod N) : conj (phase x) = phase (-x) := by
  have h1 : phase x * phase (-x) = 1 := by
    rw [← phase_add, add_neg_cancel]
    simp [phase]
  have h2 : phase x * conj (phase x) = 1 := by
    rw [Complex.mul_conj, Complex.normSq_eq_norm_sq, norm_phase]
    simp
  linear_combination (-(conj (phase x))) * h1 + phase (-x) * h2

/-- Lattice sum rule: `∑ₓ exp (2 π i x b / N)` equals `N` for `b = 0` and vanishes
otherwise. -/
theorem sum_phase_mul (b : ZMod N) :
    ∑ x : ZMod N, phase (x * b) = if b = 0 then (N : ℂ) else 0 := by
  split_ifs with hb
  · simp [hb, phase, ZMod.card]
  · have hne : phase b ≠ 1 := by
      intro h
      have hc : ZMod.toCircle b = ZMod.toCircle (0 : ZMod N) := by
        apply Circle.ext
        rw [← phase_eq_toCircle, ← phase_eq_toCircle, h]
        simp [phase]
      exact hb (ZMod.injective_toCircle hc)
    -- a shift by one cell leaves the sum unchanged and multiplies it by `phase b`
    have hshift : ∑ x : ZMod N, phase ((x + 1) * b) = ∑ x : ZMod N, phase (x * b) :=
      Fintype.sum_equiv (Equiv.addRight (1 : ZMod N)) _ _ (fun x => by simp)
    have h2 : ∑ x : ZMod N, phase ((x + 1) * b)
        = (∑ x : ZMod N, phase (x * b)) * phase b := by
      rw [Finset.sum_mul]
      refine Finset.sum_congr rfl fun x _ => ?_
      rw [← phase_add]
      exact congrArg phase (by ring)
    have h3 : (∑ x : ZMod N, phase (x * b)) * (phase b - 1) = 0 := by
      linear_combination hshift - h2
    exact (mul_eq_zero.mp h3).resolve_right (sub_ne_zero.mpr hne)

/-- For integer representatives `a`, `b`, `j` the chirp at site `j` equals
`exp (2 π i (a j² + b j) / N)`. -/
theorem chirp_intCast (a b j : ℤ) :
    chirp (a : ZMod N) (b : ZMod N) (j : ZMod N)
      = Complex.exp (2 * π * I * ((a * j ^ 2 + b * j : ℤ) : ℂ) / (N : ℂ)) := by
  have h : (a : ZMod N) * (j : ZMod N) ^ 2 + (b : ZMod N) * (j : ZMod N)
      = ((a * j ^ 2 + b * j : ℤ) : ZMod N) := by simp
  rw [chirp, h, phase_eq_toCircle, ZMod.toCircle_intCast]

/-- The spectral intensity of any chirp is `N` times the sum of
`exp (2 π i (a h² + (b - k) h) / N)` over the shifts `h` with `2 a h = 0` modulo `N`. -/
theorem norm_sq_dft_chirp (a b k : ZMod N) :
    ((‖dft (chirp a b) k‖ ^ 2 : ℝ) : ℂ)
      = (N : ℂ) * ∑ h : ZMod N,
          (if 2 * a * h = 0 then phase (a * h ^ 2 + (b - k) * h) else 0) := by
  have h1 : dft (chirp a b) k = ∑ x : ZMod N, phase (a * x ^ 2 + (b - k) * x) := by
    unfold dft
    refine Finset.sum_congr rfl fun x _ => ?_
    rw [chirp, ← phase_add]
    exact congrArg phase (by ring)
  -- substitute `x = h + y`; the dependence on `y` becomes linear
  have h2 : ∀ y : ZMod N,
      (∑ x : ZMod N, phase (a * x ^ 2 + (b - k) * x)) * conj (phase (a * y ^ 2 + (b - k) * y))
        = ∑ h : ZMod N, phase (a * h ^ 2 + (b - k) * h) * phase (y * (2 * a * h)) := by
    intro y
    rw [Finset.sum_mul]
    symm
    refine Fintype.sum_equiv (Equiv.addRight y) _ _ fun h => ?_
    simp only [Equiv.coe_addRight, conj_phase, ← phase_add]
    exact congrArg phase (by ring)
  calc ((‖dft (chirp a b) k‖ ^ 2 : ℝ) : ℂ)
      = (∑ x : ZMod N, phase (a * x ^ 2 + (b - k) * x))
          * conj (∑ y : ZMod N, phase (a * y ^ 2 + (b - k) * y)) := by
        rw [← h1, Complex.mul_conj, Complex.normSq_eq_norm_sq]
    _ = ∑ y : ZMod N, ∑ h : ZMod N,
          phase (a * h ^ 2 + (b - k) * h) * phase (y * (2 * a * h)) := by
        rw [map_sum, Finset.mul_sum]
        exact Finset.sum_congr rfl fun y _ => h2 y
    _ = ∑ h : ZMod N,
          phase (a * h ^ 2 + (b - k) * h) * ∑ y : ZMod N, phase (y * (2 * a * h)) := by
        rw [Finset.sum_comm]
        exact Finset.sum_congr rfl fun h _ => (Finset.mul_sum _ _ _).symm
    _ = (N : ℂ) * ∑ h : ZMod N,
          (if 2 * a * h = 0 then phase (a * h ^ 2 + (b - k) * h) else 0) := by
        rw [Finset.mul_sum]
        refine Finset.sum_congr rfl fun h _ => ?_
        rw [sum_phase_mul]
        split_ifs <;> ring

/-- The chirp with rate `a` and offset `b` has `|ψ̂(k)|² = N` at every crystal momentum `k`
if and only if `2 a` is invertible modulo `N`. -/
theorem chirp_flat_iff (a b : ZMod N) :
    (∀ k : ZMod N, ‖dft (chirp a b) k‖ ^ 2 = (N : ℝ)) ↔ IsUnit (2 * a) := by
  constructor
  · intro hflat
    have hN : (N : ℂ) ≠ 0 := Nat.cast_ne_zero.mpr (NeZero.ne N)
    have hg : ∀ k : ZMod N, ∑ h : ZMod N,
        (if 2 * a * h = 0 then phase (a * h ^ 2 + (b - k) * h) else 0) = 1 := by
      intro k
      have h := norm_sq_dft_chirp a b k
      rw [hflat k] at h
      apply mul_left_cancel₀ hN
      rw [← h]
      simp
    -- transform back: a nonzero shift `t` with `2 a t = 0` is impossible
    have hinj : ∀ t : ZMod N, 2 * a * t = 0 → t = 0 := by
      intro t ht
      by_contra h0
      have e1 : ∑ k : ZMod N, phase (k * t) * ∑ h : ZMod N,
          (if 2 * a * h = 0 then phase (a * h ^ 2 + (b - k) * h) else 0) = 0 := by
        calc _ = ∑ k : ZMod N, phase (k * t) :=
              Finset.sum_congr rfl fun k _ => by rw [hg k, mul_one]
          _ = 0 := by rw [sum_phase_mul, if_neg h0]
      have e2 : ∑ k : ZMod N, phase (k * t) * ∑ h : ZMod N,
          (if 2 * a * h = 0 then phase (a * h ^ 2 + (b - k) * h) else 0)
            = (N : ℂ) * phase (a * t ^ 2 + b * t) := by
        calc _ = ∑ k : ZMod N, ∑ h : ZMod N,
              (if 2 * a * h = 0 then phase (a * h ^ 2 + b * h) else 0)
                * phase (k * (t - h)) := by
              refine Finset.sum_congr rfl fun k _ => ?_
              rw [Finset.mul_sum]
              refine Finset.sum_congr rfl fun h _ => ?_
              split_ifs
              · rw [← phase_add, ← phase_add]
                exact congrArg phase (by ring)
              · simp
          _ = ∑ h : ZMod N, (if 2 * a * h = 0 then phase (a * h ^ 2 + b * h) else 0)
                * ∑ k : ZMod N, phase (k * (t - h)) := by
              rw [Finset.sum_comm]
              exact Finset.sum_congr rfl fun h _ => (Finset.mul_sum _ _ _).symm
          _ = (N : ℂ) * phase (a * t ^ 2 + b * t) := by
              rw [Finset.sum_eq_single t]
              · rw [sum_phase_mul, if_pos ht, if_pos (sub_self t)]
                exact mul_comm _ _
              · intro h _ hh
                have hth : ¬ (t - h = 0) := sub_ne_zero.mpr (Ne.symm hh)
                rw [sum_phase_mul, if_neg hth, mul_zero]
              · simp
      have hp : phase (a * t ^ 2 + b * t) ≠ 0 := by
        intro hz
        have hn := norm_phase (a * t ^ 2 + b * t)
        rw [hz] at hn
        simp at hn
      exact mul_ne_zero hN hp (e2.symm.trans e1)
    -- injective on a finite ring, hence surjective
    have hi : Function.Injective (fun t : ZMod N => 2 * a * t) := by
      intro s t hst
      have hst' : 2 * a * s = 2 * a * t := hst
      exact sub_eq_zero.mp (hinj _ (by rw [mul_sub, hst', sub_self]))
    obtain ⟨u, hu⟩ := Finite.injective_iff_surjective.mp hi 1
    have hu' : 2 * a * u = 1 := hu
    exact ⟨⟨2 * a, u, hu', (mul_comm _ _).trans hu'⟩, rfl⟩
  · intro hu k
    have h := norm_sq_dft_chirp a b k
    -- only the shift `h = 0` survives
    have hs : ∑ h : ZMod N,
        (if 2 * a * h = 0 then phase (a * h ^ 2 + (b - k) * h) else 0) = 1 := by
      rw [Finset.sum_eq_single (0 : ZMod N)]
      · simp [phase]
      · intro t _ ht
        exact if_neg fun h0 => ht (hu.mul_right_eq_zero.mp h0)
      · simp
    rw [hs, mul_one] at h
    exact_mod_cast h

/-- The state `ψ(x) = exp (2 π i x² / N)` has `|ψ̂(k)|² = N` at every crystal momentum `k`
if and only if the number of cells `N` is odd. -/
theorem square_chirp_flat_iff_odd :
    (∀ k : ZMod N, ‖dft (chirp (1 : ZMod N) 0) k‖ ^ 2 = (N : ℝ)) ↔ Odd N := by
  have h2 : (2 : ZMod N) = ((2 : ℕ) : ZMod N) := by simp
  rw [chirp_flat_iff, mul_one, h2, ZMod.isUnit_iff_coprime,
    Nat.prime_two.coprime_iff_not_dvd, Nat.odd_iff]
  omega

/-- If `2 a` is invertible modulo `N`, the chirp has Born weight `1 / N` at every site and
Born weight `1 / N` at every crystal momentum. -/
theorem chirp_uniform (a b : ZMod N) (hu : IsUnit (2 * a)) :
    (∀ x : ZMod N, prob (chirp a b) x = 1 / (N : ℝ)) ∧
      ∀ k : ZMod N, prob (dft (chirp a b)) k = 1 / (N : ℝ) := by
  constructor
  · intro x
    simp [prob, chirp, norm_phase, ZMod.card]
  · intro k
    have hN : (N : ℝ) ≠ 0 := Nat.cast_ne_zero.mpr (NeZero.ne N)
    have h := (chirp_flat_iff a b).mpr hu
    simp only [prob, h, Finset.sum_const, Finset.card_univ, ZMod.card, nsmul_eq_mul]
    field_simp

/-- For odd `N` the state `ψ(x) = exp (2 π i x² / N)` has Born weight `1 / N` at every site
and Born weight `1 / N` at every crystal momentum. -/
theorem square_chirp_uniform (hN : Odd N) :
    (∀ x : ZMod N, prob (chirp (1 : ZMod N) 0) x = 1 / (N : ℝ)) ∧
      ∀ k : ZMod N, prob (dft (chirp (1 : ZMod N) 0)) k = 1 / (N : ℝ) :=
  chirp_uniform 1 0 ((chirp_flat_iff 1 0).mp (square_chirp_flat_iff_odd.mpr hN))

end

end ChirpState
```

```lean
#print axioms ChirpState.chirp_intCast
-- 'ChirpState.chirp_intCast' depends on axioms: [propext, Classical.choice, Quot.sound]
#print axioms ChirpState.square_chirp_flat_iff_odd
-- 'ChirpState.square_chirp_flat_iff_odd' depends on axioms: [propext, Classical.choice, Quot.sound]
#print axioms ChirpState.square_chirp_uniform
-- 'ChirpState.square_chirp_uniform' depends on axioms: [propext, Classical.choice, Quot.sound]
```

## Notes on the proof

`phase_eq_toCircle` identifies `phase` with Mathlib's character `ZMod.toCircle`, from which `phase_add` and `norm_phase` follow. `conj_phase` shows that both `phase (-x)` and `conj (phase x)` give $1$ when multiplied by `phase x`, and a `linear_combination` of the two equations makes them equal.

`sum_phase_mul` is the shift argument. There `hne` is $e(b) \ne 1$, obtained from `ZMod.injective_toCircle`; `hshift` is the relabelling by `Equiv.addRight`; `h2` pulls out the factor $e(b)$; and `h3` is $S_b(e(b) - 1) = 0$.

In `norm_sq_dft_chirp`, `h1` merges the Fourier kernel with the chirp into $e(ax^2 + (b-k)x)$, and `h2` is the substitution $x = h + y$ at fixed $y$, with `ring` checking the identity between exponents in `ZMod N`. The `calc` chain writes the intensity as $\hat\psi\,\overline{\hat\psi}$, expands it into a double sum, exchanges the order by `Finset.sum_comm` and applies the sum rule. The restricted sum $g(k)$ appears as a sum over all $h$ of `if 2 * a * h = 0 then phase (a * h ^ 2 + (b - k) * h) else 0`.

`chirp_flat_iff` treats the converse of the hand derivation first. Cancelling $N$ gives `hg`, which is $g(k) = 1$. Inside `hinj`, `e1` and `e2` are the two evaluations of $\sum_k e(kt)g(k)$, with `Finset.sum_eq_single t` selecting $h = t$, and `hp` says that a number of modulus one is not zero. `Finite.injective_iff_surjective` then supplies $u$ with $2au = 1$, from which the unit is built. In the other direction `hs` keeps the term $h = 0$, the rest being removed by `hu.mul_right_eq_zero`.

`square_chirp_flat_iff_odd` passes from invertibility of $2$ to coprimality by `ZMod.isUnit_iff_coprime`, then to $2 \nmid N$, which `omega` matches with $N \bmod 2 = 1$. `chirp_uniform` computes the two denominators, $N$ and $N \cdot N$, directly from the constant moduli. `square_chirp_uniform` obtains invertibility of `2 * 1` by passing through the two equivalences and applies `chirp_uniform`.
